# The trace of a symmetrised two-particle transformation is ((tr A)² + tr A²)/2

Let a real matrix Φ hold the coefficients of a two-particle state in a finite product basis, and let the same real matrix A act on each particle. The declaration `trace_symTransform` concerns the linear map that takes the symmetric part of Φ and transforms it, Φ ↦ ½ A (Φ + Φᵀ) Aᵀ. It states that the trace of this map, over all real square matrices Φ of that size, is ((tr A)² + tr A²)/2; A need not be orthogonal or even invertible. The attempt writes the trace as a sum of diagonal coefficients over the matrix units, shows that the unit at (i, j) contributes (AᵢᵢAⱼⱼ + AᵢⱼAⱼᵢ)/2, and sums.

This version doesn't compile in Lean 4 with Mathlib:

```lean
import Mathlib

open Matrix

namespace TraceSymTransform

noncomputable section

variable {n G : Type*} [Fintype n] [DecidableEq n] [Group G]

/-- The symmetric part of `Φ`, transformed by the matrix `A`: `Φ ↦ ½ A (Φ + Φᵀ) Aᵀ`. -/
def symTransform (A : Matrix n n ℝ) : Matrix n n ℝ →ₗ[ℝ] Matrix n n ℝ where
  toFun Φ := (1 / 2 : ℝ) • (A * (Φ + Φᵀ) * Aᵀ)
  map_add' X Y := by
    simp only [Matrix.transpose_add, Matrix.mul_add, Matrix.add_mul]
    module
  map_smul' c X := by
    simp only [Matrix.transpose_smul, Matrix.mul_add, Matrix.add_mul, Matrix.mul_smul,
      Matrix.smul_mul, RingHom.id_apply]
    module

/-- The trace of a linear map on matrices is the sum of its diagonal coefficients on the
matrix units. -/
lemma trace_eq_sum_single (f : Matrix n n ℝ →ₗ[ℝ] Matrix n n ℝ) :
    LinearMap.trace ℝ _ f = ∑ i, ∑ j, f (Matrix.single i j 1) i j := by
  have r : ∀ (M : Matrix n n ℝ) i j, (Matrix.stdBasis ℝ n n).repr M (i, j) = M i j := by
    intro M i j
    have h := congrFun (congrFun ((Matrix.stdBasis ℝ n n).sum_repr M) i) j
    rw [← h]
    simp [Matrix.stdBasis_eq_single, Matrix.sum_apply, Matrix.single_apply,
      Fintype.sum_prod_type, ite_and]
  rw [LinearMap.trace_eq_matrix_trace ℝ (Matrix.stdBasis ℝ n n), Matrix.trace,
    Fintype.sum_prod_type]
  simp only [Matrix.diag_apply, LinearMap.toMatrix_apply, r, Matrix.stdBasis_eq_single]

/-- The map `Φ ↦ ½ A (Φ + Φᵀ) Aᵀ` has trace `((tr A)² + tr A²) / 2`. -/
theorem trace_symTransform (A : Matrix n n ℝ) :
    LinearMap.trace ℝ _ (symTransform A) = (A.trace ^ 2 + (A * A).trace) / 2 := by
  have entry : ∀ i j k l, (A * Matrix.single i j (1 : ℝ) * Aᵀ) k l = A k i * A l j := by
    intro i j k l
    simp [Matrix.mul_apply, Matrix.single_apply, ite_and]
  have term : ∀ i j, symTransform A (Matrix.single i j 1) i j
      = (A i i * A j j + A i j * A j i) / 2 := by
    intro i j
    change ((1 / 2 : ℝ) • (A * (Matrix.single i j 1 + (Matrix.single i j 1)ᵀ) * Aᵀ)) i j = _
    rw [Matrix.transpose_single, Matrix.mul_add, Matrix.add_mul, Matrix.smul_apply,
      Matrix.add_apply, entry, entry, smul_eq_mul]
    ring
  rw [trace_eq_sum_single]
  simp only [term, Matrix.trace, Matrix.diag_apply, Matrix.mul_apply, sq, Finset.sum_mul_sum,
    ← Finset.sum_add_distrib, ← Finset.sum_div]

end

end TraceSymTransform
```

The compiler's answer:

```
Main.lean:45:11: error: Function expected at
  (1 / 2) • (A * (single i j 1 + (single i j 1)ᵀ) * Aᵀ)
but this term has type
  ?m.172

Note: Expected a function because this term is being applied to the argument
  i
```

Cause. The error lies in how the `change` line is written, and the mathematics is not at fault. That line restates the goal with the map's definition written out, and takes the entry at `i`, `j` by applying the matrix to its indices. This works only if Lean already knows that the expression in brackets is a matrix, since a `Matrix n n ℝ` is by definition a function of two indices.

Lean finds the result types of `+`, `*` and `•` through instances, which it can normally do at once when the types of the operands are known. Here they are not fully known: `Matrix.single i j 1` does not say what type its `1` has, so the entry type of the matrix units is still open. This holds up the types of the sum and the products, and with them the result type of `•`, which is the `?m.172` of the message. Lean therefore could not tell that it had a function to apply to `i`, and reported "Function expected". The earlier statement `entry` avoids the problem by writing `(1 : ℝ)`.

The repair adds the type ascription `: Matrix n n ℝ` inside the outer brackets. This supplies the result type directly, so the indices can be applied without first working it out from the operands. The formula itself is unchanged, and so is the rest of the proof.

As a diff, the version that Lean accepts:

```diff
@@ -43,5 +43,6 @@
       = (A i i * A j j + A i j * A j i) / 2 := by
     intro i j
-    change ((1 / 2 : ℝ) • (A * (Matrix.single i j 1 + (Matrix.single i j 1)ᵀ) * Aᵀ)) i j = _
+    change ((1 / 2 : ℝ) • (A * (Matrix.single i j 1 + (Matrix.single i j 1)ᵀ) * Aᵀ) :
+      Matrix n n ℝ) i j = _
     rw [Matrix.transpose_single, Matrix.mul_add, Matrix.add_mul, Matrix.smul_apply,
       Matrix.add_apply, entry, entry, smul_eq_mul]
```
